# Planar multipole moments re-centre exactly and convert exactly to a local series inside its disc of convergence

## Does every shift of an expansion add an error?

If every shift of a multipole expansion added an error of its own, the accuracy of a fast summation would depend on how often the expansion had been moved, and the error bound for a single expansion would not tell me how many terms to keep. A local series evaluated too far from its centre would be worse still, since it has no sum.

For charges in the plane, with positions written as complex numbers, I believe that neither problem arises if the geometry is right. Moving the first $p$ moments to a new centre should be exact, and so should turning the resulting multipole field into a power series about a distant point, as long as I evaluate it close enough to that point. Only the error of having kept $p$ terms should remain. Can this be made rigorous, with the convergence condition and an explicit error bound, and checked by machine?

## Only the $p$-term truncation remains if the local series is summed in full

Yes. Let charges $q_i$ sit at complex positions $w_i$, with $i$ running over a finite set. Their moments about a centre $c$ and their field at $z$ are

$$M_k(c)=\sum_i q_i (w_i-c)^k,\qquad F(z)=\sum_i \frac{q_i}{z-w_i},$$

where a zeroth power is always 1. For real charges, $F=E_x-iE_y$ is the two-dimensional Coulomb field, in units where a unit charge produces a field $1/r$. Physically, these are infinitely long, uniform line charges perpendicular to the plane.

### Moving the centre is a finite binomial sum

Write $w_i-c'=(w_i-c)+(c-c')$ and expand:

$$M_k(c')=\sum_i q_i\sum_{j=0}^{k}\binom kj (c-c')^{k-j}(w_i-c)^j=\sum_{j=0}^{k}\binom kj (c-c')^{k-j}M_j(c).$$

The new moment of order $k$ needs only old moments of order at most $k$. The first $p$ moments about $c$ therefore fix the first $p$ moments about $c'$, with nothing neglected.

### An inverse power becomes a power series

Let $u=z-d$, $v=d-c$ and $x=-u/v$, with $|u|<|v|$. Then $z-c=v+u=v(1-x)$ and $|x|<1$. Differentiating $\sum_m x^m=1/(1-x)$ $k$ times, dividing by $k!$ and setting $m=n+k$ gives

$$\frac1{(1-x)^{k+1}}=\sum_{n\ge0}\binom{n+k}{k}x^n.$$

Division by $v^{k+1}$ yields

$$\frac1{(z-c)^{k+1}}=\sum_{n\ge0}T_{kn}\,(z-d)^n,\qquad T_{kn}=\frac{(-1)^n\binom{n+k}{k}}{(d-c)^{n+k+1}}.$$

If instead $|u|\ge|v|>0$, the $n$-th term has modulus $\binom{n+k}{k}|x|^n/|v|^{k+1}\ge 1/|v|^{k+1}$. The terms do not tend to zero, so the series diverges.

A $p$-term multipole field is a finite combination of such inverse powers, so for $|z-d|<|d-c|$

$$F_p(z)=\sum_{k<p}\frac{M_k}{(z-c)^{k+1}}=\sum_{n\ge0}L_n(z-d)^n,\qquad L_n=\sum_{k<p}M_kT_{kn}.$$

### The truncation error has a closed form

Take $M_k=M_k(c)$ and put $t_i=(w_i-c)/(z-c)$. The claim is

$$F(z)-F_p(z)=\sum_i\frac{q_i\,t_i^{\,p}}{z-w_i}.$$

For $p=0$ this is the definition of $F$. Going from $p$ to $p+1$ subtracts $q_i t_i^{\,p}/(z-c)$ from each summand, and

$$\frac{t_i^{\,p}}{z-w_i}-\frac{t_i^{\,p}}{z-c}=t_i^{\,p}\,\frac{w_i-c}{(z-w_i)(z-c)}=\frac{t_i^{\,p+1}}{z-w_i}.$$

If all charges lie within $a$ of $c$ and $R=|z-c|>a$, then $|t_i|\le a/R$ and $|z-w_i|\ge R-a$. Hence

$$|F(z)-F_p(z)|\le\Big(\sum_i|q_i|\Big)\frac{(a/R)^p}{R-a}.$$

For the whole chain, take moments about $c$, re-centre them to $c'$, convert to a series about $d$ and sum it at a point $z$ with $|z-d|<|d-c'|$. Re-centring gives the true moments about $c'$, and the conversion preserves their $p$-term field. The same bound therefore holds with $c'$ in place of $c$, where $a$ and $R$ are now measured from $c'$. The $p$-term fields about $c$ and about $c'$ are in general different approximations to $F$: in the example below they are $0.375$ and $0.32$.

### Two charges and two terms

Put $q=2$ at $w=1$ and $q=-1$ at $w=-1$, with $c=1$, $c'=0$, $d=4$, $z=5$ and $p=2$.

- About $c$, the moments are $M_0=1$ and $M_1=2$. Re-centring gives $M_0=1$ and $M_1=1\cdot1+2=3$, which agrees with the direct value $2\cdot1+(-1)(-1)=3$.
- The two-term field about $0$ is $\frac15+\frac3{25}=0.32$.
- The local coefficients are $L_n=(-1)^n(3n+7)/4^{n+2}$. Since $z-d=1$, the partial sums are $0.4375,\ 0.2813,\ 0.3320,\ 0.3164,\ 0.3210,\dots$, approaching $0.32$.
- The true field is $\frac24-\frac16=\frac13$, so the error is $\frac1{75}\approx0.0133$. With $a=1$ and $R=5$, the bound is $3\cdot\frac1{25}\cdot\frac14=0.03$.

### The Lean file

```lean
import Mathlib

open Finset

namespace PlanarMultipole

noncomputable section

variable {ι : Type*} [Fintype ι]

/-- The `k`-th moment about `c` of charges `q i` at complex positions `w i`. -/
def moment (q w : ι → ℂ) (c : ℂ) (k : ℕ) : ℂ := ∑ i, q i * (w i - c) ^ k

/-- The complex field at `z` of charges `q i` at positions `w i`, for `z` away from all charges. -/
def sourceField (q w : ι → ℂ) (z : ℂ) : ℂ := ∑ i, q i / (z - w i)

/-- The re-centring map on moment sequences, for old centre minus new centre equal to `a`. -/
def recentre (a : ℂ) (M : ℕ → ℂ) (k : ℕ) : ℂ :=
  ∑ j ∈ range (k + 1), (k.choose j : ℂ) * a ^ (k - j) * M j

/-- The field at `z ≠ c` of a multipole expansion about `c` with `p` terms. -/
def multipoleField (p : ℕ) (M : ℕ → ℂ) (c z : ℂ) : ℂ :=
  ∑ k ∈ range p, M k / (z - c) ^ (k + 1)

/-- The multipole-to-local matrix element from order `k` about `c` to order `n` about `d`,
for `d ≠ c`. -/
def toLocal (c d : ℂ) (k n : ℕ) : ℂ :=
  (-1) ^ n * ((n + k).choose k : ℂ) / (d - c) ^ (n + k + 1)

/-- The `n`-th local coefficient about `d` of a `p`-term multipole expansion about `c`,
for `d ≠ c`. -/
def localCoeff (p : ℕ) (M : ℕ → ℂ) (c d : ℂ) (n : ℕ) : ℂ :=
  ∑ k ∈ range p, M k * toLocal c d k n

/-- Re-centring any sequence that agrees with the first `p` moments about `c` gives
exactly the first `p` moments about `c'`. -/
theorem recentre_moment (q w : ι → ℂ) (c c' : ℂ) (p : ℕ) (M : ℕ → ℂ)
    (hM : ∀ j < p, M j = moment q w c j) (k : ℕ) (hk : k < p) :
    recentre (c - c') M k = moment q w c' k := by
  symm
  calc moment q w c' k
      = ∑ i, ∑ j ∈ range (k + 1),
          (k.choose j : ℂ) * (c - c') ^ (k - j) * (q i * (w i - c) ^ j) := by
        unfold moment
        refine sum_congr rfl fun i _ => ?_
        -- binomial theorem for the displaced position
        rw [show w i - c' = (w i - c) + (c - c') by ring, add_pow, mul_sum]
        exact sum_congr rfl fun j _ => by ring
    _ = recentre (c - c') M k := by
        rw [sum_comm]
        unfold recentre
        refine sum_congr rfl fun j hj => ?_
        rw [hM j (by have := mem_range.mp hj; omega), moment, mul_sum]

/-- Each term of the local series is a rescaled term of a binomial geometric series. -/
theorem toLocal_term (c d z : ℂ) (k n : ℕ) :
    toLocal c d k n * (z - d) ^ n =
      1 / (d - c) ^ (k + 1) * (((n + k).choose k : ℂ) * (-(z - d) / (d - c)) ^ n) := by
  unfold toLocal
  generalize z - d = u
  generalize d - c = v
  rw [div_pow, neg_pow u n]
  ring

/-- Multipole to local: if `z` is closer to `d` than `c` is, the inverse power
`(z - c)^(-k-1)` is the sum of its local series about `d`. -/
theorem hasSum_toLocal (c d z : ℂ) (k : ℕ) (h : ‖z - d‖ < ‖d - c‖) :
    HasSum (fun n => toLocal c d k n * (z - d) ^ n) (1 / (z - c) ^ (k + 1)) := by
  have hv : d - c ≠ 0 := norm_pos_iff.mp (lt_of_le_of_lt (norm_nonneg _) h)
  have hz : z - c ≠ 0 := by
    intro h0
    rw [sub_eq_zero.mp h0, norm_sub_rev] at h
    exact lt_irrefl _ h
  have hr : ‖-(z - d) / (d - c)‖ < 1 := by
    rw [norm_div, norm_neg]
    exact (div_lt_one (norm_pos_iff.mpr hv)).mpr h
  have hs := (hasSum_choose_mul_geometric_of_norm_lt_one k hr).mul_left
    (1 / (d - c) ^ (k + 1))
  have h1 : 1 - -(z - d) / (d - c) = (z - c) / (d - c) := by
    rw [eq_div_iff hv, sub_mul, div_mul_cancel₀ _ hv]
    ring
  have h2 : 1 / (d - c) ^ (k + 1) * (1 / (1 - -(z - d) / (d - c)) ^ (k + 1)) =
      1 / (z - c) ^ (k + 1) := by
    rw [h1, div_pow]
    field_simp
  rw [h2] at hs
  simpa only [toLocal_term] using hs

/-- For distinct centres, the local series is summable exactly when `z` is closer to `d` than `c`
is. -/
theorem summable_toLocal_iff (c d z : ℂ) (k : ℕ) (hdc : d ≠ c) :
    Summable (fun n => toLocal c d k n * (z - d) ^ n) ↔ ‖z - d‖ < ‖d - c‖ := by
  refine ⟨fun hs => ?_, fun h => (hasSum_toLocal c d z k h).summable⟩
  by_contra hn
  have hv : 0 < ‖d - c‖ := norm_pos_iff.mpr (sub_ne_zero.mpr hdc)
  have hx : 1 ≤ ‖z - d‖ / ‖d - c‖ := (one_le_div hv).mpr (not_lt.mp hn)
  -- outside the disc the terms stay away from zero
  have hb : ∀ n, 1 / ‖d - c‖ ^ (k + 1) ≤ ‖toLocal c d k n * (z - d) ^ n‖ := by
    intro n
    rw [toLocal_term, norm_mul, norm_mul, norm_div, norm_one, norm_pow, norm_pow,
      norm_div, norm_neg, Complex.norm_natCast]
    have hc : (1 : ℝ) ≤ ((n + k).choose k : ℝ) := by
      exact_mod_cast Nat.choose_pos (Nat.le_add_left k n)
    have hp : 1 ≤ (‖z - d‖ / ‖d - c‖) ^ n := one_le_pow₀ hx
    exact le_mul_of_one_le_right (by positivity) (by nlinarith)
  have h0 := ge_of_tendsto' hs.tendsto_atTop_zero.norm hb
  rw [norm_zero] at h0
  have : 0 < 1 / ‖d - c‖ ^ (k + 1) := by positivity
  linarith

/-- A `p`-term multipole field about `c` equals its local expansion about `d` at every
point closer to `d` than `c` is. -/
theorem multipole_to_local (p : ℕ) (M : ℕ → ℂ) (c d z : ℂ) (h : ‖z - d‖ < ‖d - c‖) :
    HasSum (fun n => localCoeff p M c d n * (z - d) ^ n) (multipoleField p M c z) := by
  have hs := hasSum_sum (s := range p) fun k _ => (hasSum_toLocal c d z k h).mul_left (M k)
  simpa only [localCoeff, multipoleField, sum_mul, mul_assoc, mul_one_div] using hs

/-- The exact remainder of the `p`-term multipole expansion, away from its centre and
from the charges. -/
theorem multipole_remainder (q w : ι → ℂ) (c z : ℂ) (hc : z ≠ c) (hw : ∀ i, z ≠ w i)
    (p : ℕ) :
    sourceField q w z - multipoleField p (moment q w c) c z =
      ∑ i, q i * ((w i - c) / (z - c)) ^ p / (z - w i) := by
  induction p with
  | zero => simp [sourceField, multipoleField]
  | succ p ih =>
    have hs : multipoleField (p + 1) (moment q w c) c z =
        multipoleField p (moment q w c) c z + moment q w c p / (z - c) ^ (p + 1) :=
      sum_range_succ _ _
    rw [hs, ← sub_sub, ih, moment, sum_div, ← sum_sub_distrib]
    refine sum_congr rfl fun i _ => ?_
    have h1 : z - c ≠ 0 := sub_ne_zero.mpr hc
    have h2 : z - w i ≠ 0 := sub_ne_zero.mpr (hw i)
    rw [div_pow, div_pow]
    field_simp
    ring

/-- For charges within distance `a` of `c` and `z` farther than `a` from `c`, the error of the
`p`-term multipole field is at most the sum of the `‖q i‖` times `(a / R) ^ p / (R - a)`, where `R =
‖z - c‖`. -/
theorem multipole_error (q w : ι → ℂ) (c z : ℂ) (a : ℝ) (ha : 0 ≤ a)
    (hw : ∀ i, ‖w i - c‖ ≤ a) (hz : a < ‖z - c‖) (p : ℕ) :
    ‖sourceField q w z - multipoleField p (moment q w c) c z‖ ≤
      (∑ i, ‖q i‖) * ((a / ‖z - c‖) ^ p / (‖z - c‖ - a)) := by
  have hpos : 0 < ‖z - c‖ - a := sub_pos.mpr hz
  have hc : z ≠ c := sub_ne_zero.mp (norm_pos_iff.mp (lt_of_le_of_lt ha hz))
  have hR : ∀ i, ‖z - c‖ - a ≤ ‖z - w i‖ := fun i => by
    linarith [norm_sub_le_norm_sub_add_norm_sub z (w i) c, hw i]
  have hzw : ∀ i, z ≠ w i := fun i =>
    sub_ne_zero.mp (norm_pos_iff.mp (lt_of_lt_of_le hpos (hR i)))
  rw [multipole_remainder q w c z hc hzw p, sum_mul]
  refine norm_sum_le_of_le _ fun i _ => ?_
  rw [norm_div, norm_mul, norm_pow, norm_div, mul_div_assoc]
  have h1 := hw i
  exact mul_le_mul_of_nonneg_left
    (div_le_div₀ (by positivity) (pow_le_pow_left₀ (by positivity) (by gcongr) p)
      hpos (hR i)) (norm_nonneg _)

/-- Let all charges lie within `a` of `c'`, and let `z` be farther than `a` from `c'` and closer to
`d` than `c'` is. Then the local series about `d`, obtained from the first `p` moments about `c` by
re-centring them to `c'`, gives the field at `z` to within the bound of `multipole_error` about
`c'`. -/
theorem translation_chain_error (q w : ι → ℂ) (c c' d z : ℂ) (a : ℝ) (ha : 0 ≤ a)
    (hw : ∀ i, ‖w i - c'‖ ≤ a) (hz : a < ‖z - c'‖) (hd : ‖z - d‖ < ‖d - c'‖) (p : ℕ) :
    ‖sourceField q w z -
        ∑' n, localCoeff p (recentre (c - c') (moment q w c)) c' d n * (z - d) ^ n‖ ≤
      (∑ i, ‖q i‖) * ((a / ‖z - c'‖) ^ p / (‖z - c'‖ - a)) := by
  -- both translations are exact, so only the truncation error remains
  have hM : recentre (c - c') (moment q w c) = moment q w c' :=
    funext fun k => recentre_moment q w c c' (k + 1) _ (fun _ _ => rfl) k (Nat.lt_succ_self k)
  rw [hM, (multipole_to_local p _ c' d z hd).tsum_eq]
  exact multipole_error q w c' z a ha hw hz p

end

end PlanarMultipole
```

```lean
#print axioms PlanarMultipole.summable_toLocal_iff
-- 'PlanarMultipole.summable_toLocal_iff' depends on axioms: [propext, Classical.choice, Quot.sound]
#print axioms PlanarMultipole.multipole_to_local
-- 'PlanarMultipole.multipole_to_local' depends on axioms: [propext, Classical.choice, Quot.sound]
#print axioms PlanarMultipole.translation_chain_error
-- 'PlanarMultipole.translation_chain_error' depends on axioms: [propext, Classical.choice, Quot.sound]
```

### What the theorems say about the charges and centres

The finite type `ι` labels the charges, and `q` and `w` give their values and positions. Charges may be complex, positions may coincide, and the set may be empty. `moment q w c k` is $M_k(c)$ and `sourceField q w z` is $F(z)$. A coefficient sequence is a function `M : ℕ → ℂ`, of which `multipoleField p M c z` and `localCoeff p M c d n` read only the entries with $k<p$. These two are $F_p(z)$ and $L_n$, while `toLocal c d k n` is $T_{kn}$. In `recentre a M k`, the letter `a` is the old centre minus the new one, hence `recentre (c - c')`. In the error bounds `a` is instead the radius that encloses the charges.

`recentre_moment` says that any sequence agreeing with the first $p$ moments about $c$ is mapped to one agreeing with the first $p$ moments about $c'$. Its conclusion supplies the hypothesis for the next shift, so it can be applied repeatedly, as when moments move up a tree of boxes.

`hasSum_toLocal` states that, for $|z-d|<|d-c|$, the local series converges and its sum is $1/(z-c)^{k+1}$. `summable_toLocal_iff` adds that, for $d\ne c$, it is summable exactly when $|z-d|<|d-c|$. `multipole_to_local` carries the expansion over to a $p$-term field with arbitrary coefficients.

`multipole_remainder` needs only that $z$ differs from the centre and from every charge. `multipole_error` needs the charges within `a` of the centre and $z$ farther away than `a`.

`translation_chain_error` bounds the error of the whole chain. Its geometric hypotheses concern only the new centre $c'$: `hw` keeps the charges within `a` of it, `hz` puts the evaluation point outside that radius, and `hd` puts it inside the disc of convergence about $d$. The original centre $c$ is arbitrary.

For fast multipole simulation of two-dimensional Coulomb systems, this means that $p$ can be chosen from the bound about $c'$, provided that arithmetic is exact and the local series is summed to infinity. A program that stops the local series at finite order makes a second error, which the file does not bound. Shifts of local expansions, the logarithmic potential, three-dimensional charges and rounding are not treated either.

### A point on the edge of the disc

The condition `hd` does real work. Take one unit charge at $0$, with $c=c'=0$, $a=0$, $p=1$, $d=1$ and $z=2$. All other hypotheses of `translation_chain_error` hold, but $|z-d|=|d-c'|=1$. The field is $\frac12$ and the one-term multipole field equals it, yet the local series is $1-1+1-\cdots$. Lean's `∑'` assigns the value 0 to a series that is not summable, so the left side of the inequality would be $\frac12$ and the right side 0.

### How the proofs follow the algebra

In `recentre_moment`, `add_pow` is the binomial theorem applied to $(w_i-c)+(c-c')$, and `sum_comm` exchanges the sums over charges and orders. The hypothesis `hM` then identifies `M j` with the moment of order $j$ about $c$, which is allowed because $j\le k<p$.

`toLocal_term` rewrites a local term as $v^{-(k+1)}\binom{n+k}{k}x^n$. In `hasSum_toLocal`, `hr` is $|x|<1$, and Mathlib's `hasSum_choose_mul_geometric_of_norm_lt_one` supplies the binomial series that was obtained above by differentiation. The step `h1` is $1-x=(z-c)/(d-c)$, and `h2` uses it to turn the sum into the inverse power.

For the converse, `summable_toLocal_iff` assumes summability outside the disc. The bound `hb` keeps every term at least $1/|d-c|^{k+1}$ in modulus, whereas the terms of a summable series tend to zero. In `multipole_to_local`, `hasSum_sum` adds the $p$ series, each multiplied by its coefficient.

`multipole_remainder` is the induction on $p$ given above: `sum_range_succ` splits off the new multipole term, and `field_simp` and `ring` verify the identity for each charge. In `multipole_error`, `hR` is the estimate $|z-w_i|\ge R-a$ from the triangle inequality. `norm_sum_le_of_le` then reduces the bound to single charges, and `div_le_div₀` compares numerators and denominators.

Finally, `translation_chain_error` applies `recentre_moment` at every order to get equality of the whole moment sequences. It replaces the infinite local sum by the multipole field through `multipole_to_local`, and `multipole_error` about $c'$ bounds what is left.
